# For orbitals with coefficient matrix A in an orthonormal basis, det(A†A) is the total weight over basis Slater determinants

Place $N$ fermions in $N$ orbitals that overlap one another, such as atomic-like functions on neighbouring centres. The Slater determinant of these orbitals, with the usual prefactor $1/\sqrt{N!}$, is in general not normalised. Its squared norm is the determinant of the orbital overlap matrix. The same state can also be expanded in determinants built from an orthonormal one-particle basis, where its squared norm is the sum of the squared moduli of the amplitudes. What are these amplitudes, and how do they add up to the overlap determinant?

Let the one-particle functions live on a finite set $X$ of points, which may carry a spin label, with the plain sum over $X$ as inner product. Basis orbitals are labelled by a finite ordered set $\iota$ and form the columns of $U$, an $X\times\iota$ matrix. The occupied orbitals are the columns of $UA$, where the complex matrix $A$ has rows labelled by $\iota$ and columns by $0,\dots,N-1$. The answer is

$$\det(A^\dagger A)=\sum_{|I|=N}|\det A_I|^2 ,$$

where $A_I$ keeps the rows of $A$ in $I\subseteq\iota$. When $U^\dagger U=1$, the terms are the weights on the basis determinants. Continuous space and infinite bases lie beyond this model.

```lean
import Mathlib

open Matrix

namespace CauchyBinetOverlap

noncomputable section

variable {ι X : Type*} [Fintype ι] [LinearOrder ι] [Fintype X] {N : ℕ}
```

## Occupation patterns, minors and determinants

An occupation pattern is a subset $I\subseteq\iota$ with exactly $N$ elements. In Lean it is a finite set together with a proof of its size.

```lean
/-- An occupation pattern: a choice of `N` basis orbitals out of `ι`. -/
abbrev Occ (ι : Type*) (N : ℕ) := {I : Finset ι // I.card = N}
```

List its members in increasing order as $o_I(0)<\dots<o_I(N-1)$. The order on $\iota$ only fixes signs, which disappear from the squared moduli.

```lean
/-- The occupied basis orbitals of a pattern, listed in increasing order. -/
def occ (I : Occ ι N) : Fin N → ι := I.1.orderEmbOfFin I.2
```

The minor is $\det A_I=\det\big[A_{o_I(i),\,j}\big]_{i,j}$. In the code, `submatrix (occ I) id` selects these rows and keeps every column.

```lean
/-- The minor `det A_I`: the determinant of the rows of `A` selected by the pattern `I`. -/
def rowMinor (A : Matrix ι (Fin N) ℂ) (I : Occ ι N) : ℂ := (A.submatrix (occ I) id).det
```

For orbitals $\varphi_j$ in the columns of a matrix $C$, and a configuration $x=(x_0,\dots,x_{N-1})$ of the particles,

$$\Phi_C(x)=\frac{1}{\sqrt{N!}}\det\big[\varphi_j(x_i)\big]_{i,j}.$$

```lean
/-- The Slater determinant `det (φ_j (x_i)) / √N!` of the orbitals in the columns of `C`. -/
def slater (C : Matrix X (Fin N) ℂ) (x : Fin N → X) : ℂ :=
  ((Real.sqrt (N.factorial : ℝ) : ℝ) : ℂ)⁻¹ * (C.submatrix x id).det
```

The overlap is $\langle\Phi|\Psi\rangle=\sum_x\overline{\Phi(x)}\,\Psi(x)$, conjugate-linear in the first entry. The sum runs over all ordered configurations, which is why the factor $1/\sqrt{N!}$ is the right one.

```lean
/-- The overlap of two `N`-particle functions, summed over all configurations. -/
def overlap (Φ Ψ : (Fin N → X) → ℂ) : ℂ := ∑ x, star (Φ x) * Ψ x
```

By construction, the values of $o_I$ are exactly the members of $I$.

```lean
omit [Fintype ι] in
/-- The list of occupied orbitals runs through exactly the chosen subset. -/
theorem range_occ (I : Occ ι N) : Set.range (occ I) = (I.1 : Set ι) :=
  Finset.range_orderEmbOfFin I.1 I.2
```

Since the listing is strictly increasing, no orbital occurs twice.

```lean
omit [Fintype ι] in
/-- No orbital is listed twice in an occupation pattern. -/
theorem occ_injective (I : Occ ι N) : Function.Injective (occ I) :=
  (I.1.orderEmbOfFin I.2).injective
```

## From assignments to subsets

Let $B$ have $N$ rows and $D$ have $N$ columns, with the intermediate index in $X$. Row $i$ of $BD$ is $\sum_k B_{ik}D_k$, where $D_k$ is row $k$ of $D$. The determinant is linear in each row, so one intermediate label $f(i)$ is chosen for each row:

$$\det(BD)=\sum_{f}\Big(\prod_i B_{i,f(i)}\Big)\det\big[D_{f(i),j}\big]_{i,j}.$$

In the proof, `map_sum` expands the sums and `map_smul_univ` takes out the coefficients.

```lean
/-- The determinant of a product is a sum over all assignments of intermediate labels. -/
theorem det_mul_expand (B : Matrix (Fin N) X ℂ) (D : Matrix X (Fin N) ℂ) :
    (B * D).det = ∑ f : Fin N → X, (∏ i, B i (f i)) * (D.submatrix f id).det := by
  have h : B * D = fun i => ∑ k, B i k • D k := by
    ext i j
    simp [Matrix.mul_apply, Finset.sum_apply]
  let d := (Matrix.detRowAlternating (n := Fin N) (R := ℂ)).toMultilinearMap
  calc (B * D).det = d (fun i => ∑ k, B i k • D k) :=
        congrArg (fun M : Matrix (Fin N) (Fin N) ℂ => M.det) h
    _ = ∑ f : Fin N → X, d (fun i => B i (f i) • D (f i)) :=
        d.map_sum (fun i k => B i k • D k)
    _ = _ := Finset.sum_congr rfl fun f _ =>
        d.map_smul_univ (fun i => B i (f i)) (fun i => D (f i))
```

Now let the intermediate index run over $\iota$. If $f$ repeats a label, two rows agree and the term vanishes. Otherwise $f$ has an image $I$ of size $N$, and $f=o_I\circ\sigma$ for exactly one permutation $\sigma$. Reordering the rows gives $\operatorname{sgn}(\sigma)\det A_I$, so

$$\det(BA)=\sum_I\Big(\sum_\sigma\operatorname{sgn}(\sigma)\prod_i B_{i,o_I(\sigma(i))}\Big)\det A_I=\sum_I\det B^I\,\det A_I,$$

where $B^I$ keeps the columns of $B$ in $I$. This is the Cauchy–Binet formula for complex matrices.

The Lean proof starts from the right-hand side and expands it over pairs $(I,\sigma)$. `Fintype.sum_of_injective` then compares this with the sum over all $f$. It asks for three facts: different pairs give different assignments, assignments that come from no pair contribute zero, and the term of each pair equals the term of its assignment. The last holds by definition (`rfl`).

```lean
/-- Cauchy-Binet formula: the determinant of a product of an `N`-row and an `N`-column matrix
is the sum over `N`-element subsets of the products of the corresponding minors. -/
theorem cauchy_binet (B : Matrix (Fin N) ι ℂ) (A : Matrix ι (Fin N) ℂ) :
    (B * A).det = ∑ I : Occ ι N, (B.submatrix id (occ I)).det * rowMinor A I := by
  rw [det_mul_expand]
  symm
  calc _ = ∑ p : Occ ι N × Equiv.Perm (Fin N),
        (∏ i, B i (occ p.1 (p.2 i))) * (A.submatrix (occ p.1 ∘ p.2) id).det := by
        rw [Fintype.sum_prod_type]
        refine Finset.sum_congr rfl fun I _ => ?_
        rw [← Matrix.det_transpose (B.submatrix id (occ I)), Matrix.det_apply', Finset.sum_mul]
        refine Finset.sum_congr rfl fun σ _ => ?_
        change _ = (∏ i, B i (occ I (σ i))) * (A.submatrix (occ I ∘ σ) id).det
        have h : (A.submatrix (occ I ∘ σ) id).det
            = ((Equiv.Perm.sign σ : ℤ) : ℂ) * rowMinor A I :=
          Matrix.det_permute σ (A.submatrix (occ I) id)
        rw [h]
        simp only [Matrix.transpose_apply, Matrix.submatrix_apply, id]
        ring
    _ = _ := by
        refine Fintype.sum_of_injective
          (fun p : Occ ι N × Equiv.Perm (Fin N) => occ p.1 ∘ p.2) ?_ _ _ ?_ (fun _ => rfl)
        · -- subset and permutation can be read off from the assignment
          rintro ⟨I, σ⟩ ⟨J, τ⟩ h
          change occ I ∘ σ = occ J ∘ τ at h
          have hIJ : I = J := by
            apply Subtype.ext
            apply Finset.coe_injective
            rw [← range_occ I, ← range_occ J, ← σ.surjective.range_comp (occ I), h,
              τ.surjective.range_comp (occ J)]
          subst hIJ
          have hστ : σ = τ := Equiv.ext fun i => occ_injective I (congrFun h i)
          rw [hστ]
        · intro f hf
          by_cases hi : Function.Injective f
          · -- an injective assignment is a subset with a permutation
            exfalso
            let I : Occ ι N := ⟨Finset.univ.image f, by
              rw [Finset.card_image_of_injective _ hi, Finset.card_univ, Fintype.card_fin]⟩
            have hr : ∀ i, ∃ k, occ I k = f i := fun i => by
              have : f i ∈ Set.range (occ I) := by
                rw [range_occ]
                exact Finset.mem_coe.2 (Finset.mem_image_of_mem f (Finset.mem_univ i))
              exact this
            choose s hs using hr
            have hsi : Function.Injective s := fun i j hij => hi (by rw [← hs i, ← hs j, hij])
            exact hf ⟨(I, Equiv.ofBijective s (Finite.injective_iff_bijective.1 hsi)),
              funext hs⟩
          · -- a repeated label gives two equal rows
            simp only [Function.Injective, not_forall] at hi
            obtain ⟨i, j, hij, hne⟩ := hi
            rw [Matrix.det_zero_of_row_eq hne (by ext k; simp [hij]), mul_zero]
```

## The Gram determinant as a sum of squares

Take $B=A^\dagger$. Its columns in $I$ form $(A_I)^\dagger$, whose determinant is $\overline{\det A_I}$. Each term is therefore $\overline{\det A_I}\det A_I=|\det A_I|^2$. In the statement the sum is formed in the real numbers and then read as a complex number, so the determinant is real and non-negative. If $N$ exceeds the number of basis orbitals, there are no patterns and both sides are zero. For $N=0$ both sides are one.

```lean
/-- The Gram determinant `det (Aᴴ A)` is the sum of `|det A_I|²` over all `N`-element
row subsets `I`. -/
theorem gram_det_eq_sum (A : Matrix ι (Fin N) ℂ) :
    (Aᴴ * A).det = ((∑ I : Occ ι N, ‖rowMinor A I‖ ^ 2 : ℝ) : ℂ) := by
  rw [cauchy_binet, Complex.ofReal_sum]
  refine Finset.sum_congr rfl fun I _ => ?_
  have h : (Aᴴ.submatrix id (occ I)).det = star (rowMinor A I) :=
    Matrix.det_conjTranspose (A.submatrix (occ I) id)
  rw [h, Complex.ofReal_pow]
  exact Complex.conj_mul' _
```

For a case with three orthonormal basis orbitals, labelled $0,1,2$, and two particles, take

$$A=\begin{pmatrix}1&1\\0&\mathrm i\\1&0\end{pmatrix},\qquad A^\dagger A=\begin{pmatrix}2&1\\1&2\end{pmatrix},\qquad \det(A^\dagger A)=3.$$

The minors are $\mathrm i$ for $\{0,1\}$, $-1$ for $\{0,2\}$ and $-\mathrm i$ for $\{1,2\}$, so their squared moduli add to $1+1+1=3$. If each column is normalised by $1/\sqrt2$, the overlap of the two orbitals is $1/2$, the Gram determinant is $1-1/4=3/4$, and each weight is $1/4$. Normalising the two-particle state as well gives each basis determinant probability $1/3$.

## Overlaps of Slater determinants

To identify the squared moduli as weights, the overlap of two determinants is needed. Write $C_x$ for the matrix with entries $C_{x_i,j}$, and $D_x$ likewise. Expanding $\overline{\det C_x}=\det(C_x^\dagger)$ over permutations gives

$$\sum_x\overline{\det C_x}\,\det D_x=\sum_\sigma\operatorname{sgn}(\sigma)\sum_x\Big(\prod_i (C^\dagger)_{\sigma(i),x_i}\Big)\det D_x .$$

By the row expansion above, the inner sum is the determinant of $C^\dagger D$ with its rows permuted by $\sigma$, which is $\operatorname{sgn}(\sigma)\det(C^\dagger D)$. The two signs cancel, and the $N!$ equal terms cancel the prefactor $1/N!$:

$$\langle\Phi_C|\Phi_D\rangle=\det(C^\dagger D).$$

In the code, `key` is the sum without the prefactor, and `hc` combines the two square roots. Overlaps of this kind enter non-orthogonal configuration interaction and valence-bond calculations; here they are established for single determinants on a finite set of points.

```lean
/-- The overlap of two Slater determinants is the determinant of the overlap matrix of
their orbitals. -/
theorem overlap_slater (C D : Matrix X (Fin N) ℂ) :
    overlap (slater C) (slater D) = (Cᴴ * D).det := by
  have key : ∑ x : Fin N → X, star (C.submatrix x id).det * (D.submatrix x id).det
      = (N.factorial : ℂ) * (Cᴴ * D).det := by
    calc _ = ∑ x : Fin N → X, ∑ σ : Equiv.Perm (Fin N), ((Equiv.Perm.sign σ : ℤ) : ℂ) *
          ((∏ i, Cᴴ (σ i) (x i)) * (D.submatrix x id).det) := by
          refine Finset.sum_congr rfl fun x _ => ?_
          rw [← Matrix.det_conjTranspose, Matrix.det_apply', Finset.sum_mul]
          exact Finset.sum_congr rfl fun σ _ => mul_assoc _ _ _
      _ = ∑ σ : Equiv.Perm (Fin N), (Cᴴ * D).det := by
          rw [Finset.sum_comm]
          refine Finset.sum_congr rfl fun σ _ => ?_
          -- each permutation of the particles contributes the same determinant
          have h1 := det_mul_expand (Cᴴ.submatrix σ id) D
          have h2 : (Cᴴ.submatrix σ id * D).det
              = ((Equiv.Perm.sign σ : ℤ) : ℂ) * (Cᴴ * D).det :=
            Matrix.det_permute σ (Cᴴ * D)
          have hs : ((Equiv.Perm.sign σ : ℤ) : ℂ) * ((Equiv.Perm.sign σ : ℤ) : ℂ) = 1 := by
            rcases Int.units_eq_one_or (Equiv.Perm.sign σ) with h | h <;> simp [h]
          rw [← Finset.mul_sum]
          refine (congrArg (((Equiv.Perm.sign σ : ℤ) : ℂ) * ·) (h1.symm.trans h2)).trans ?_
          rw [← mul_assoc, hs, one_mul]
      _ = _ := by simp [Fintype.card_perm]
  have hc : star ((Real.sqrt (N.factorial : ℝ) : ℝ) : ℂ)⁻¹
      * ((Real.sqrt (N.factorial : ℝ) : ℝ) : ℂ)⁻¹ = (N.factorial : ℂ)⁻¹ := by
    rw [star_inv₀, Complex.star_def, Complex.conj_ofReal, ← mul_inv, ← Complex.ofReal_mul,
      Real.mul_self_sqrt (Nat.cast_nonneg _), Complex.ofReal_natCast]
  have hN : (N.factorial : ℂ) ≠ 0 := Nat.cast_ne_zero.2 N.factorial_ne_zero
  calc overlap (slater C) (slater D) = (N.factorial : ℂ)⁻¹ *
        ∑ x : Fin N → X, star (C.submatrix x id).det * (D.submatrix x id).det := by
        rw [overlap, Finset.mul_sum]
        refine Finset.sum_congr rfl fun x _ => ?_
        rw [slater, slater, star_mul', ← hc]
        ring
    _ = _ := by rw [key, ← mul_assoc, inv_mul_cancel₀ hN, one_mul]
```

## Expansion in basis determinants

At a fixed configuration $x$, the matrix inside $\Phi_{UA}(x)$ is $U_xA$, where $U_x$ has rows $x_0,\dots,x_{N-1}$ of $U$. Cauchy–Binet gives

$$\Phi_{UA}(x)=\sum_I \det A_I\;\Phi_{U^I}(x),$$

where $U^I$ contains the basis orbitals in $I$. The minors are thus the expansion coefficients. Orthonormality is not used at this point.

```lean
omit [Fintype X] in
/-- A Slater determinant of the combined orbitals `U A` is the superposition of the Slater
determinants of the orbitals in `U`, with the minors `det A_I` as coefficients. -/
theorem slater_expansion (U : Matrix X ι ℂ) (A : Matrix ι (Fin N) ℂ) (x : Fin N → X) :
    slater (U * A) x = ∑ I : Occ ι N, rowMinor A I * slater (U.submatrix id (occ I)) x := by
  have e : (U * A).submatrix x id = U.submatrix x id * A := rfl
  rw [slater, e, cauchy_binet, Finset.mul_sum]
  refine Finset.sum_congr rfl fun I _ => ?_
  simp only [slater, Matrix.submatrix_submatrix, Function.comp_id, Function.id_comp]
  ring
```

Now assume $U^\dagger U=1$, which says that the basis orbitals are orthonormal. The overlap formula gives

$$\langle\Phi_{U^I}|\Phi_{U^J}\rangle=\det\big[\delta_{o_I(i),\,o_J(j)}\big]_{i,j}.$$

For $I=J$ this is the determinant of the identity matrix. For $I\neq J$, the two sets have equal size, so some orbital in $I$ is absent from $J$. Its row is zero, and so is the determinant. The branches of `split_ifs` are these two cases.

```lean
omit [Fintype ι] in
/-- For orthonormal basis orbitals `U`, the Slater determinants of the occupation patterns, one for
each pattern with its orbitals in increasing order, are orthonormal. -/
theorem slater_orthonormal (U : Matrix X ι ℂ) (hU : Uᴴ * U = 1) (I J : Occ ι N) :
    overlap (slater (U.submatrix id (occ I))) (slater (U.submatrix id (occ J)))
      = if I = J then 1 else 0 := by
  have e : (U.submatrix id (occ I))ᴴ * U.submatrix id (occ J)
      = (Uᴴ * U).submatrix (occ I) (occ J) := rfl
  rw [overlap_slater, e, hU]
  split_ifs with h
  · subst h
    rw [Matrix.submatrix_one _ (occ_injective I), Matrix.det_one]
  · -- some orbital of `I` is empty in `J`, which gives a zero row
    have hex : ∃ k ∈ I.1, k ∉ J.1 := by
      by_contra hcon
      push Not at hcon
      exact h (Subtype.ext (Finset.eq_of_subset_of_card_le hcon (by rw [I.2, J.2])))
    obtain ⟨k, hk, hkJ⟩ := hex
    have hkr : k ∈ Set.range (occ I) := by
      rw [range_occ]
      exact hk
    obtain ⟨i, rfl⟩ := hkr
    refine Matrix.det_eq_zero_of_row_eq_zero i fun j => Matrix.one_apply_ne fun hij => hkJ ?_
    have hj : occ J j ∈ (J.1 : Set ι) := range_occ J ▸ Set.mem_range_self j
    rw [hij]
    exact hj
```

## The squared norm and the total weight

With the same assumption on $U$, the squared norm is

$$\langle\Phi_{UA}|\Phi_{UA}\rangle=\det(A^\dagger U^\dagger UA)=\det(A^\dagger A).$$

Projection onto a basis determinant gives

$$\langle\Phi_{U^I}|\Phi_{UA}\rangle=\det\big((U^I)^\dagger UA\big)=\det A_I,$$

because $(U^I)^\dagger U$ selects the rows of $A$ in $I$. Hence

$$\langle\Phi_{UA}|\Phi_{UA}\rangle=\det(A^\dagger A)=\sum_I|\langle\Phi_{U^I}|\Phi_{UA}\rangle|^2 .$$

The theorem states these two equalities as a conjunction. The projection is `hp`, after which `gram_det_eq_sum` finishes the second part. The weights are not divided by the squared norm, so they add to one only when $\det(A^\dagger A)=1$. For a basis with overlap matrix $S=U^\dagger U$, the squared norm would be $\det(A^\dagger SA)$ instead.

```lean
/-- For orthonormal basis orbitals `U`, the squared norm of the Slater determinant of `U A` is
`det (Aᴴ A)`, and this equals its total weight over the basis Slater determinants. -/
theorem gram_det_eq_total_weight (U : Matrix X ι ℂ) (hU : Uᴴ * U = 1)
    (A : Matrix ι (Fin N) ℂ) :
    overlap (slater (U * A)) (slater (U * A)) = (Aᴴ * A).det ∧
    (Aᴴ * A).det = ((∑ I : Occ ι N,
      ‖overlap (slater (U.submatrix id (occ I))) (slater (U * A))‖ ^ 2 : ℝ) : ℂ) := by
  constructor
  · rw [overlap_slater, Matrix.conjTranspose_mul, Matrix.mul_assoc, ← Matrix.mul_assoc Uᴴ,
      hU, Matrix.one_mul]
  · -- projection on a basis determinant returns the minor
    have hp : ∀ I : Occ ι N,
        overlap (slater (U.submatrix id (occ I))) (slater (U * A)) = rowMinor A I := by
      intro I
      have e : (U.submatrix id (occ I))ᴴ * (U * A)
          = (Uᴴ * (U * A)).submatrix (occ I) id := rfl
      rw [overlap_slater, e, ← Matrix.mul_assoc, hU, Matrix.one_mul, rowMinor]
    simp only [hp]
    exact gram_det_eq_sum A
```

A concrete $U$ that meets the assumption has the columns $(1,2,2)/3$ and $(2,1,-2)/3$ on three points. Their squared norms are $(1+4+4)/9=1$ and $(4+1+4)/9=1$, and their inner product is $(2+2-4)/9=0$. Lean checks the four entries of $U^\dagger U$ one by one.

```lean
/-- The two orbitals `(1, 2, 2)/3` and `(2, 1, -2)/3` on three points are orthonormal. -/
theorem orthonormal_witness :
    (!![1/3, 2/3; 2/3, 1/3; 2/3, -2/3] : Matrix (Fin 3) (Fin 2) ℂ)ᴴ
      * (!![1/3, 2/3; 2/3, 1/3; 2/3, -2/3] : Matrix (Fin 3) (Fin 2) ℂ) = 1 := by
  -- the entries are real, so conjugation leaves them unchanged
  have h2 : (starRingEnd ℂ) 2 = 2 := Complex.ext (by simp) (by simp)
  have h3 : (starRingEnd ℂ) 3 = 3 := Complex.ext (by simp) (by simp)
  ext i j
  fin_cases i <;> fin_cases j <;>
    norm_num [Matrix.mul_apply, Matrix.conjTranspose_apply, Fin.sum_univ_succ, h2, h3]

end

end CauchyBinetOverlap
```

```lean
#print axioms CauchyBinetOverlap.slater_expansion
-- 'CauchyBinetOverlap.slater_expansion' depends on axioms: [propext, Classical.choice, Quot.sound]
#print axioms CauchyBinetOverlap.slater_orthonormal
-- 'CauchyBinetOverlap.slater_orthonormal' depends on axioms: [propext, Classical.choice, Quot.sound]
#print axioms CauchyBinetOverlap.gram_det_eq_total_weight
-- 'CauchyBinetOverlap.gram_det_eq_total_weight' depends on axioms: [propext, Classical.choice, Quot.sound]
```
